# Semicore leakage: a level outside a circular energy contour changes the trapezoidal state count by at most x/(1−x), with x = (R/|a|)^N

## A finite sum in place of the contour integral

The state count is taken to be the quadrature sum itself, with a fixed number of energy points, and not the contour integral that this sum approximates. A level is a simple pole of the Green function, and energies are measured from the centre of the circle. The error of the energy mesh then becomes a quantity with a closed form.

In multiple-scattering and muffin-tin-orbital methods, the valence charge can be obtained by integrating the Green function around a contour that encloses the valence energies. A semicore level below the contour should contribute nothing. For a level $a$ and a circle of radius $R>0$, Cauchy's theorem gives

$$\frac{1}{2\pi i}\oint\frac{dz}{z-a}=\frac{1}{2\pi}\int_0^{2\pi}\frac{z}{z-a}\,d\theta,\qquad z=Re^{i\theta},$$

which is 1 for a level inside and 0 for a level outside. With $N\ge 1$ equally spaced angles, the trapezoidal rule replaces it by

$$q_N(a)=\frac1N\sum_{k=0}^{N-1}\frac{z_k}{z_k-a},\qquad z_k=Re^{2\pi i k/N}.$$

For a level outside, whatever $q_N(a)$ returns is spurious charge.

## What is claimed, and for which model

The central statement, `levelCount_eq`, says that for $R>0$, $N\ge1$ and $a^N\ne R^N$,

$$q_N(a)=\frac{1}{1-(a/R)^N}.$$

The condition $a^N\neq R^N$ means that no energy point sits on the level. The remaining theorems draw the consequences:

- For $|a|>R$, with $x=(R/|a|)^N$, the size of the spurious charge lies between $x/(1+x)$ and $x/(1-x)$ (`leakage_bounds`). It is therefore never zero.
- If also $a^N=|a|^N$, the count is exactly $-x/(1-x)$ (`leakage_sharp`). This covers a real level below the contour when $N$ is even: on this mesh, which has energy points at $\pm R$, the semicore state then removes charge. The sign depends on the mesh: turned by half a step, it would make the same level add charge.
- For $|a|<R$, the count differs from 1 by at most $y/(1-y)$, with $y=(|a|/R)^N$ (`inside_bound`).
- For a Green function $\sum_j w_j/(z-\varepsilon_j)$ with finitely many levels, the total charge error is at most $\rho^N/(1-\rho^N)$ times $\sum_j|w_j|$ (`greenCharge_error`). Here $\rho<1$ is a ratio such that each level satisfies $|\varepsilon_j|\le\rho R$ or $R\le\rho|\varepsilon_j|$.

In Lean, `node R N k` is $z_k$, `levelCount R N a` is $q_N(a)$, and `greenCharge R N w ε` is the same quadrature applied to the Green function. The index set `range N` runs from $0$ to $N-1$, and `‖a‖` is the modulus. The radius is real, while levels and weights may be complex, and no imaginary part is taken. The finite type `ι` labels the levels, and `∑ j with ‖ε j‖ < R, w j` is the weight enclosed by the circle. A weight can stand for a degeneracy or for the density of an orbital at a point.

The ratio $\rho$ is assumed, and it stands for a gap in the spectrum around the circle. A metal has states right up to the Fermi energy, where the contour crosses the real axis, so its continuous spectrum is not covered. Neither are Fermi-Dirac occupations, other contour shapes or other quadrature rules. For non-interacting levels in this finite-pole model, the bounds tell how many energy points suppress the leakage from a semicore state with a given ratio $|a|/R$.

## Only one power survives the sum over energies

Put $\omega=e^{2\pi i/N}$, so that $z_k=R\omega^k$ and $z_k^N=R^N$. For $0<m<N$ we have $\omega^m\ne1$ but $(\omega^m)^N=1$. The geometric series gives

$$(\omega^m-1)\sum_{k=0}^{N-1}\omega^{mk}=\omega^{mN}-1=0,$$

and hence $\sum_k z_k^m=0$.

Next, the finite geometric identity

$$(z_k-a)\sum_{j=0}^{N-1}z_k^{\,j}a^{N-1-j}=z_k^N-a^N=R^N-a^N$$

turns each term of the count into a polynomial in $z_k$ over a common denominator:

$$\frac{z_k}{z_k-a}=\frac{1}{R^N-a^N}\sum_{j=0}^{N-1}z_k^{\,j+1}a^{N-1-j}.$$

The division is allowed: if $z_k=a$, then $a^N=R^N$, which is excluded. Now sum over $k$. The powers $j+1$ run from $1$ to $N$, and all vanish except $j=N-1$, which contributes $NR^N$. Therefore

$$q_N(a)=\frac{R^N}{R^N-a^N}=\frac1{1-(a/R)^N}.$$

## Errors outside and inside the circle

For $|a|>R$, set $u=(R/a)^N$, so that $|u|=x<1$. Then

$$q_N(a)=\frac{1}{1-1/u}=-\frac{u}{1-u}.$$

The triangle inequality gives $1-x\le|1-u|\le1+x$, and dividing $x$ by these quantities gives both bounds. If $a^N=|a|^N$, then $u=x$ and the upper bound is attained with a negative sign.

For $|a|<R$, set $v=(a/R)^N$, so that $|v|=y<1$. Then

$$q_N(a)-1=\frac{1}{1-v}-1=\frac{v}{1-v},$$

and the same inequality bounds its modulus by $y/(1-y)$.

For several levels, linearity gives the charge $\sum_j w_jq_N(\varepsilon_j)$. Subtracting the enclosed weight leaves one error per level. Let $r_j$ be $|\varepsilon_j|/R$ inside and $R/|\varepsilon_j|$ outside. In both cases $r_j\le\rho$, and since $t/(1-t)$ increases on $[0,1)$, the error of level $j$ is at most

$$|w_j|\frac{r_j^N}{1-r_j^N}\le|w_j|\frac{\rho^N}{1-\rho^N}.$$

Summing over $j$ gives the stated bound.

## One energy point, and a point on the level

For $N=1$ the only energy point is $z_0=R$, and the count is $R/(R-a)$. A level at $a=-2R$ is then counted as $1/3$. Here $x=1/2$, so this is the lower bound $x/(1+x)$. With $N=2$ the points are $\pm R$, and the same level gives $\tfrac12(\tfrac13-1)=-\tfrac13$, which is $-x/(1-x)$ for $x=1/4$.

The formula fails without $a^N\ne R^N$. Take $N=2$ and $a=R$: the first term of the count has a zero denominator, so the physical expression is undefined. Lean sets division by zero to zero, which makes the count $1/4$ and the right-hand side $0$.

## The Lean file

```lean
import Mathlib

open Finset

namespace SemicoreLeakage

noncomputable section

/-- The `k`-th of `N ≥ 1` equally spaced energies on a circle of radius `R` about the origin. -/
def node (R : ℝ) (N k : ℕ) : ℂ :=
  R * Complex.exp (2 * Real.pi * Complex.I * k / N)

/-- Trapezoidal state count of a level `a`, with the `N ≥ 1` nodes on the circle of radius `R` as
energy points, for `a` not a node. -/
def levelCount (R : ℝ) (N : ℕ) (a : ℂ) : ℂ :=
  (1 / N) * ∑ k ∈ range N, node R N k / (node R N k - a)

/-- Trapezoidal charge of the Green function `∑ j, w j / (z - ε j)`, for `N ≥ 1` and no
level `ε j` on a node. -/
def greenCharge {ι : Type*} [Fintype ι] (R : ℝ) (N : ℕ) (w ε : ι → ℂ) : ℂ :=
  (1 / N) * ∑ k ∈ range N, node R N k * ∑ j, w j / (node R N k - ε j)

lemma node_eq_root (R : ℝ) {N : ℕ} (hN : 0 < N) :
    ∃ ω : ℂ, IsPrimitiveRoot ω N ∧ ∀ k, node R N k = R * ω ^ k := by
  refine ⟨_, Complex.isPrimitiveRoot_exp N hN.ne', fun k => ?_⟩
  unfold node
  rw [← Complex.exp_nat_mul]
  congr 2
  ring

/-- Every node of the `N`-point mesh, `N ≥ 1`, has the same `N`-th power `R ^ N`. -/
theorem node_pow (R : ℝ) {N : ℕ} (hN : 0 < N) (k : ℕ) :
    node R N k ^ N = (R : ℂ) ^ N := by
  obtain ⟨ω, hω, h⟩ := node_eq_root R hN
  rw [h, mul_pow, ← pow_mul, mul_comm k N, pow_mul, hω.pow_eq_one, one_pow, mul_one]

/-- For `0 < m < N`, the sum of the `m`-th powers of the `N` nodes vanishes. -/
theorem node_moment (R : ℝ) {N m : ℕ} (hm : 0 < m) (hmN : m < N) :
    ∑ k ∈ range N, node R N k ^ m = 0 := by
  obtain ⟨ω, hω, h⟩ := node_eq_root R (hm.trans hmN)
  have hne : ω ^ m ≠ 1 := fun h1 =>
    absurd (Nat.le_of_dvd hm (hω.dvd_of_pow_eq_one m h1)) (by omega)
  have hN1 : (ω ^ m) ^ N = 1 := by
    rw [← pow_mul, mul_comm m N, pow_mul, hω.pow_eq_one, one_pow]
  -- the phases form a closed geometric series
  have hg := geom_sum_mul (ω ^ m) N
  rw [hN1, sub_self] at hg
  have h0 := (mul_eq_zero.mp hg).resolve_right (sub_ne_zero.mpr hne)
  calc ∑ k ∈ range N, node R N k ^ m = ∑ k ∈ range N, (R : ℂ) ^ m * (ω ^ m) ^ k :=
        sum_congr rfl fun k _ => by rw [h]; ring
    _ = 0 := by rw [← mul_sum, h0, mul_zero]

/-- For `R > 0`, `N ≥ 1` and `a ^ N ≠ R ^ N`, the trapezoidal state count of the level `a`
is `1 / (1 - (a / R) ^ N)`. -/
theorem levelCount_eq {R : ℝ} (hR : 0 < R) {N : ℕ} (hN : 0 < N) {a : ℂ}
    (ha : a ^ N ≠ (R : ℂ) ^ N) : levelCount R N a = 1 / (1 - (a / R) ^ N) := by
  have hD : (R : ℂ) ^ N - a ^ N ≠ 0 := sub_ne_zero.mpr ha.symm
  have hRN : (R : ℂ) ^ N ≠ 0 := pow_ne_zero _ (Complex.ofReal_ne_zero.mpr hR.ne')
  have hN' : (N : ℂ) ≠ 0 := Nat.cast_ne_zero.mpr hN.ne'
  -- each term is a polynomial in the node over a common denominator
  have hterm : ∀ k, node R N k / (node R N k - a) =
      (∑ j ∈ range N, node R N k ^ (j + 1) * a ^ (N - 1 - j)) / ((R : ℂ) ^ N - a ^ N) := by
    intro k
    have hz := node_pow R hN k
    have hza : node R N k - a ≠ 0 := fun h => ha (by rw [← sub_eq_zero.mp h, hz])
    have hg := geom_sum₂_mul (node R N k) a N
    rw [hz] at hg
    have hs : ∑ j ∈ range N, node R N k ^ (j + 1) * a ^ (N - 1 - j) =
        node R N k * ∑ j ∈ range N, node R N k ^ j * a ^ (N - 1 - j) := by
      rw [mul_sum]
      exact sum_congr rfl fun j _ => by ring
    rw [div_eq_div_iff hza hD, ← hg, hs]
    ring
  -- only the power `N` survives the sum over nodes
  have hsum : ∑ k ∈ range N, ∑ j ∈ range N, node R N k ^ (j + 1) * a ^ (N - 1 - j) =
      N * (R : ℂ) ^ N := by
    rw [sum_comm, sum_eq_single (N - 1)]
    · rw [Nat.sub_add_cancel hN, Nat.sub_self]
      simp [node_pow R hN]
    · intro j hj hne
      have hj' := mem_range.mp hj
      rw [← sum_mul, node_moment R (Nat.succ_pos j) (by omega), zero_mul]
    · intro h
      exact absurd (mem_range.mpr (by omega)) h
  have h1 : 1 - (a / R) ^ N = ((R : ℂ) ^ N - a ^ N) / (R : ℂ) ^ N := by
    rw [div_pow, sub_div, div_self hRN]
  unfold levelCount
  rw [sum_congr rfl (fun k _ => hterm k), ← sum_div, hsum, h1]
  field_simp

lemma pow_ne_of_norm_ne {R : ℝ} (hR : 0 < R) {N : ℕ} (hN : 0 < N) {a : ℂ}
    (ha : ‖a‖ ≠ R) : a ^ N ≠ (R : ℂ) ^ N := by
  intro h
  have h' := congrArg norm h
  rw [norm_pow, norm_pow, Complex.norm_real, Real.norm_of_nonneg hR.le] at h'
  exact ha ((pow_left_inj₀ (norm_nonneg a) hR.le hN.ne').mp h')

lemma norm_bounds {w : ℂ} (hw : ‖w‖ < 1) :
    ‖w‖ / (1 + ‖w‖) ≤ ‖w / (1 - w)‖ ∧ ‖w / (1 - w)‖ ≤ ‖w‖ / (1 - ‖w‖) := by
  have h1 := norm_sub_norm_le (1 : ℂ) w
  have h2 := norm_sub_le (1 : ℂ) w
  rw [norm_one] at h1 h2
  have h0 := norm_nonneg w
  have hp : 0 < ‖1 - w‖ := by linarith
  rw [norm_div]
  constructor
  · rw [div_le_div_iff₀ (by linarith) hp]
    exact mul_le_mul_of_nonneg_left h2 h0
  · rw [div_le_div_iff₀ hp (by linarith)]
    exact mul_le_mul_of_nonneg_left h1 h0

/-- For `N ≥ 1`, a level outside the circle, `‖a‖ > R > 0`, is counted with the spurious
charge `-w / (1 - w)`, where `w = (R / a) ^ N`. -/
theorem leakage_eq {R : ℝ} (hR : 0 < R) {N : ℕ} (hN : 0 < N) {a : ℂ} (ha : R < ‖a‖) :
    levelCount R N a = -((R / a) ^ N / (1 - (R / a) ^ N)) := by
  have hne := pow_ne_of_norm_ne hR hN ha.ne'
  have hA : a ^ N ≠ 0 := pow_ne_zero _ (norm_pos_iff.mp (hR.trans ha))
  have hB : (R : ℂ) ^ N ≠ 0 := pow_ne_zero _ (Complex.ofReal_ne_zero.mpr hR.ne')
  have hD : (R : ℂ) ^ N - a ^ N ≠ 0 := sub_ne_zero.mpr hne.symm
  have h1 : 1 - a ^ N / (R : ℂ) ^ N = ((R : ℂ) ^ N - a ^ N) / (R : ℂ) ^ N := by
    rw [sub_div, div_self hB]
  have h2 : 1 - (R : ℂ) ^ N / a ^ N = -(((R : ℂ) ^ N - a ^ N) / a ^ N) := by
    rw [sub_div, div_self hA]
    ring
  rw [levelCount_eq hR hN hne, div_pow, div_pow, h1, h2, div_neg, neg_neg]
  field_simp

/-- For `N ≥ 1` and a level outside the circle, `‖a‖ > R > 0`, the size of the spurious charge
lies between `x / (1 + x)` and `x / (1 - x)`, where `x = (R / ‖a‖) ^ N`. -/
theorem leakage_bounds {R : ℝ} (hR : 0 < R) {N : ℕ} (hN : 0 < N) {a : ℂ} (ha : R < ‖a‖) :
    (R / ‖a‖) ^ N / (1 + (R / ‖a‖) ^ N) ≤ ‖levelCount R N a‖ ∧
      ‖levelCount R N a‖ ≤ (R / ‖a‖) ^ N / (1 - (R / ‖a‖) ^ N) := by
  have hw : ‖((R : ℂ) / a) ^ N‖ = (R / ‖a‖) ^ N := by
    rw [norm_pow, norm_div, Complex.norm_real, Real.norm_of_nonneg hR.le]
  have hx : (R / ‖a‖) ^ N < 1 :=
    pow_lt_one₀ (by positivity) ((div_lt_one (hR.trans ha)).mpr ha) hN.ne'
  rw [leakage_eq hR hN ha, norm_neg, ← hw]
  exact norm_bounds (by rw [hw]; exact hx)

/-- For `N ≥ 1`, `‖a‖ > R > 0` and `a ^ N = ‖a‖ ^ N`, the spurious charge is exactly
`-x / (1 - x)`, where `x = (R / ‖a‖) ^ N`. -/
theorem leakage_sharp {R : ℝ} (hR : 0 < R) {N : ℕ} (hN : 0 < N) {a : ℂ} (ha : R < ‖a‖)
    (hphase : a ^ N = (‖a‖ : ℂ) ^ N) :
    levelCount R N a = -(((R / ‖a‖) ^ N / (1 - (R / ‖a‖) ^ N) : ℝ) : ℂ) := by
  rw [leakage_eq hR hN ha, div_pow, hphase, ← div_pow]
  push_cast
  rfl

/-- For `N ≥ 1` and a level inside the circle, `‖a‖ < R`, the state count differs from one
by at most `y / (1 - y)`, where `y = (‖a‖ / R) ^ N`. -/
theorem inside_bound {R : ℝ} {N : ℕ} (hN : 0 < N) {a : ℂ} (ha : ‖a‖ < R) :
    ‖levelCount R N a - 1‖ ≤ (‖a‖ / R) ^ N / (1 - (‖a‖ / R) ^ N) := by
  have hR : 0 < R := (norm_nonneg a).trans_lt ha
  have hw : ‖(a / (R : ℂ)) ^ N‖ = (‖a‖ / R) ^ N := by
    rw [norm_pow, norm_div, Complex.norm_real, Real.norm_of_nonneg hR.le]
  have hy : ‖(a / (R : ℂ)) ^ N‖ < 1 := by
    rw [hw]
    exact pow_lt_one₀ (by positivity) ((div_lt_one hR).mpr ha) hN.ne'
  have h1 : 1 - (a / (R : ℂ)) ^ N ≠ 0 := by
    intro h
    rw [← sub_eq_zero.mp h, norm_one] at hy
    exact lt_irrefl _ hy
  rw [levelCount_eq hR hN (pow_ne_of_norm_ne hR hN ha.ne), div_sub_one h1,
    sub_sub_cancel, ← hw]
  exact (norm_bounds hy).2

lemma ratio_mono {r ρ : ℝ} (h0 : 0 ≤ r) (h : r ≤ ρ) (hρ : ρ < 1) {N : ℕ} (hN : 0 < N) :
    r ^ N / (1 - r ^ N) ≤ ρ ^ N / (1 - ρ ^ N) := by
  have h1 : r ^ N ≤ ρ ^ N := pow_le_pow_left₀ h0 h N
  have h2 : ρ ^ N < 1 := pow_lt_one₀ (h0.trans h) hρ hN.ne'
  rw [div_le_div_iff₀ (by linarith) (by linarith)]
  nlinarith

/-- If `R > 0`, `N ≥ 1` and every level is separated from the circle by a ratio `ρ < 1`, the
trapezoidal charge differs from the total weight of the enclosed levels by at most
`ρ ^ N / (1 - ρ ^ N)` times the sum of the absolute weights. -/
theorem greenCharge_error {ι : Type*} [Fintype ι] {R ρ : ℝ} (hR : 0 < R) (hρ : ρ < 1)
    {N : ℕ} (hN : 0 < N) (w ε : ι → ℂ)
    (hgap : ∀ j, ‖ε j‖ ≤ ρ * R ∨ R ≤ ρ * ‖ε j‖) :
    ‖greenCharge R N w ε - ∑ j with ‖ε j‖ < R, w j‖ ≤
      ρ ^ N / (1 - ρ ^ N) * ∑ j, ‖w j‖ := by
  -- the charge is the weighted sum of the single-level counts
  have hlin : greenCharge R N w ε = ∑ j, w j * levelCount R N (ε j) := by
    unfold greenCharge levelCount
    simp only [mul_sum]
    rw [sum_comm]
    exact sum_congr rfl fun j _ => sum_congr rfl fun k _ => by ring
  rw [hlin, sum_filter, ← sum_sub_distrib, mul_sum]
  refine (norm_sum_le _ _).trans (sum_le_sum fun j _ => ?_)
  rcases hgap j with hj | hj
  · have hin : ‖ε j‖ < R := by nlinarith
    have hb := (inside_bound hN hin).trans
      (ratio_mono (by positivity) ((div_le_iff₀ hR).mpr hj) hρ hN)
    rw [if_pos hin, ← mul_sub_one, norm_mul, mul_comm]
    exact mul_le_mul_of_nonneg_right hb (norm_nonneg _)
  · have hp : 0 < ‖ε j‖ := by
      by_contra h
      have h0 : ‖ε j‖ = 0 := le_antisymm (not_lt.mp h) (norm_nonneg _)
      rw [h0, mul_zero] at hj
      linarith
    have hout : R < ‖ε j‖ := by nlinarith
    have hb := (leakage_bounds hR hN hout).2.trans
      (ratio_mono (by positivity) ((div_le_iff₀ hp).mpr hj) hρ hN)
    rw [if_neg (not_lt_of_ge hout.le), sub_zero, norm_mul, mul_comm]
    exact mul_le_mul_of_nonneg_right hb (norm_nonneg _)

end

end SemicoreLeakage
```

```lean
#print axioms SemicoreLeakage.levelCount_eq
#print axioms SemicoreLeakage.leakage_sharp
#print axioms SemicoreLeakage.greenCharge_error
```

```
'SemicoreLeakage.levelCount_eq' depends on axioms: [propext, Classical.choice, Quot.sound]
'SemicoreLeakage.leakage_sharp' depends on axioms: [propext, Classical.choice, Quot.sound]
'SemicoreLeakage.greenCharge_error' depends on axioms: [propext, Classical.choice, Quot.sound]
```

## From roots of unity to the charge bound

`node_eq_root` writes the energy points as $R\omega^k$ with $\omega$ a primitive $N$-th root of unity. `node_pow` then gives $z_k^N=R^N$. In `node_moment`, primitivity rules out $\omega^m=1$, since $N$ would have to divide a smaller positive number. `geom_sum_mul` supplies the geometric series, and cancelling the nonzero factor $\omega^m-1$ shows that the sum vanishes.

The proof of `levelCount_eq` has the two stages of the derivation. The step `hterm` uses `geom_sum₂_mul` to rewrite each term over the denominator $R^N-a^N$. The step `hsum` exchanges the two sums with `sum_comm` and isolates $j=N-1$ with `sum_eq_single`; `node_moment` removes every other power. `field_simp` finishes the algebra.

`pow_ne_of_norm_ne` shows that a level off the circle satisfies $a^N\ne R^N$, by comparing moduli. This makes the central formula available to `leakage_eq`, which rewrites it as $-u/(1-u)$ (its docstring writes `w` for $u$, not for a weight), and to `inside_bound`. The two triangle inequalities are in `norm_bounds`: `leakage_bounds` uses both halves, `inside_bound` only the upper one. `leakage_sharp` substitutes the phase condition into `leakage_eq`.

`ratio_mono` is the monotonicity of $t/(1-t)$, applied to $N$-th powers. In `greenCharge_error`, the step `hlin` expresses the charge as the weighted sum of single-level counts, and `norm_sum_le` reduces the estimate to one level at a time. The case split on `hgap j` decides whether that level is inside or outside, and the corresponding single-level bound is combined with `ratio_mono`.
